# Stoney's curvature from the energy minimum of a plate with two stressed faces

When ions adsorb on one face of a thin electrode, the electrode bends. An instrument records the curvature, but the quantity of interest is the change in surface stress, a force per length. Converting one to the other with Young's modulus $E$, as for a rod under tension, gives a stress too small by the factor $1-\nu$, where $\nu$ is Poisson's ratio. For $\nu=0.3$ that is an error of 30 per cent. The plate bends in both in-plane directions at once, and the stiffness that resists this is the biaxial modulus $E/(1-\nu)$.

## The strain and curvature of lowest energy

Let a free plate have thickness $t>0$ and biaxial modulus $M>0$. At height $z$ from the mid-plane the strain is $e+kz$, equal in both in-plane directions, where $e$ is the mid-plane strain and $k$ the curvature. The faces at $z=t/2$ and $z=-t/2$ carry isotropic surface stresses $f_1$ and $f_2$. Here $M$ is a modulus, not a bending moment, and positive $k$ means that the upper face is stretched relative to the lower one. The claim is that the energy has exactly one minimiser,

$$e_0=-\frac{f_1+f_2}{Mt},\qquad k_0=-\frac{6(f_1-f_2)}{Mt^2}.$$

**Elastic energy density.** Let $\sigma_x$ and $\sigma_y$ be the in-plane stresses, with no stress normal to the plate. Hooke's law for equal strains $e$ reads $Ee=\sigma_x-\nu\sigma_y$ and $Ee=\sigma_y-\nu\sigma_x$. Subtracting gives $(1+\nu)(\sigma_x-\sigma_y)=0$. For $-1<\nu<1$ the stresses are therefore equal, and each is $Ee/(1-\nu)$. The energy density is $(\sigma_xe+\sigma_ye)/2=Me^2$ with $M=E/(1-\nu)$.

**Total energy.** An equal strain $\varepsilon$ in two directions changes an area by the fraction $2\varepsilon$ to first order, so a surface stress $f$ contributes $2f\varepsilon$ per area. The energy per area is therefore

$$U(e,k)=\int_{-t/2}^{t/2}M(e+kz)^2\,dz+2f_1\left(e+\tfrac{kt}{2}\right)+2f_2\left(e-\tfrac{kt}{2}\right).$$

The cross term $2ekz$ is odd and integrates to zero, while $\int z^2\,dz=t^3/12$. Hence

$$U=\left[Mte^2+2(f_1+f_2)e\right]+\left[\tfrac{Mt^3}{12}k^2+t(f_1-f_2)k\right].$$

Stretching and bending have separated.

**Balance and squares.** Setting the two derivatives to zero gives the balance of force and of moment,

$$Mte_0=-(f_1+f_2),\qquad \tfrac{Mt^3}{12}k_0=-\tfrac t2(f_1-f_2),$$

which yield the stated $e_0$ and $k_0$. Substituting these for the surface stresses and completing both squares,

$$U(e,k)=U(e_0,k_0)+Mt(e-e_0)^2+\tfrac{Mt^3}{12}(k-k_0)^2.$$

Both coefficients are positive, so every other state costs more. The minimum itself is

$$U(e_0,k_0)=-Mte_0^2-\tfrac{Mt^3}{12}k_0^2=-\frac{(f_1+f_2)^2+3(f_1-f_2)^2}{Mt}.$$

**Two consequences.** The curvature $k_0$ vanishes exactly when $f_1=f_2$. If only the upper face is stressed, with $f_1=f\neq0$ and $f_2=0$, then $e_0+k_0z=-\frac{6f}{Mt^2}\left(z+\frac t6\right)$, so the unstrained plane lies at $z=-t/6$ and not at the middle.

## A bent electrode and a periodic slab

Take $M=200$ GPa, $t=0.1$ mm and a surface stress of $1$ N/m on the upper face only. Then $k_0=-6/(2\times10^{11}\times10^{-8})=-3\times10^{-3}\ \mathrm{m^{-1}}$, a radius of about 330 m, and $e_0=-5\times10^{-8}$. An experiment runs the formula backwards: $f_1-f_2=-Mt^2k_0/6$.

In an electronic-structure calculation of a slab, the periodic cell imposes $k=0$, and within this linear model only the stretching bracket remains. At $e=0$ its slope is $2(f_1+f_2)$, so the in-plane force per length left in a slab held at the bulk lattice constant is the sum of the two surface stresses. The difference, which would bend a free plate, does not appear in it.

## The energy and its minimum in Lean

```lean
import Mathlib

noncomputable section

namespace StoneyPlate
```

All quantities are real numbers in consistent units. The energy is defined by the integral itself, not by its evaluated form.

```lean
/-- Energy per area of a plate of thickness `t` and biaxial modulus `M` with mid-plane strain `e`
and curvature `k`, whose upper and lower faces carry surface stresses `f₁` and `f₂`. -/
def plateEnergy (M t f₁ f₂ e k : ℝ) : ℝ :=
  (∫ z in (-(t / 2))..(t / 2), M * (e + k * z) ^ 2)
    + 2 * f₁ * (e + k * t / 2) + 2 * f₂ * (e - k * t / 2)
```

Equilibrium means global minimality over all real pairs, so the formulas for strain and curvature are not built into it.

```lean
/-- The strain `e` and curvature `k` are in equilibrium when no other pair has lower energy. -/
def IsEquilibrium (M t f₁ f₂ e k : ℝ) : Prop :=
  ∀ e' k' : ℝ, plateEnergy M t f₁ f₂ e k ≤ plateEnergy M t f₁ f₂ e' k'
```

The two candidates $e_0$ and $k_0$ receive names of their own.

```lean
/-- The mid-plane strain `-(f₁ + f₂) / (M t)`, for nonzero `M` and `t`. -/
def relaxedStrain (M t f₁ f₂ : ℝ) : ℝ := -(f₁ + f₂) / (M * t)

/-- The curvature `-6 (f₁ - f₂) / (M t²)`, for nonzero `M` and `t`. -/
def relaxedCurvature (M t f₁ f₂ : ℝ) : ℝ := -6 * (f₁ - f₂) / (M * t ^ 2)
```

The modulus $M$ is a free parameter in most of what follows; this definition ties it to an isotropic solid.

```lean
/-- The biaxial modulus `E / (1 - ν)` of an isotropic solid with Young's modulus `E` and
Poisson ratio `ν ≠ 1`. -/
def biaxialModulus (E ν : ℝ) : ℝ := E / (1 - ν)
```

The next theorem takes Hooke's law in plane stress as its hypotheses `hx` and `hy` and derives the energy density. As in the derivation above, `h3` is the difference of the two equations, `heq` the equality of the stresses, and `hs` their common value.

```lean
/-- Hooke's law in plane stress, with equal strains `e` in both in-plane directions and
`-1 < ν < 1`, gives the elastic energy density `E / (1 - ν) * e²`. -/
theorem biaxial_energy_density {E ν e σx σy : ℝ} (hν : -1 < ν) (hν' : ν < 1)
    (hx : E * e = σx - ν * σy) (hy : E * e = σy - ν * σx) :
    (σx * e + σy * e) / 2 = biaxialModulus E ν * e ^ 2 := by
  have h1 : 1 + ν ≠ 0 := by linarith
  have h2 : 1 - ν ≠ 0 := by linarith
  -- equal strains force equal stresses
  have h3 : (1 + ν) * (σx - σy) = 0 := by linear_combination hy - hx
  have heq : σx = σy := sub_eq_zero.mp ((mul_eq_zero.mp h3).resolve_left h1)
  have hs : σx = E / (1 - ν) * e := by
    rw [div_mul_eq_mul_div, eq_div_iff h2]
    linear_combination -hx - ν * heq
  unfold biaxialModulus
  linear_combination e * hs - e / 2 * heq
```

This result concerns a single strain $e$. The step to a real plate is the assumption that each layer carries the strain $e+kz$ in both directions, which `plateEnergy` adopts from the start. It describes a thin, weakly bent plate away from clamps and edges. The surface stresses are also taken as independent of strain.

To evaluate the integral, Lean is given the antiderivative $M(e^2z+ekz^2+k^2z^3/3)$. The block `h` checks its derivative, and the fundamental theorem of calculus does the rest.

```lean
/-- Integrated over the thickness, the energy splits into a stretching part in `e` and a
bending part in `k`. -/
theorem plateEnergy_eq (M t f₁ f₂ e k : ℝ) :
    plateEnergy M t f₁ f₂ e k =
      (M * t * e ^ 2 + 2 * (f₁ + f₂) * e)
        + (M * t ^ 3 / 12 * k ^ 2 + t * (f₁ - f₂) * k) := by
  have h : ∀ z ∈ Set.uIcc (-(t / 2)) (t / 2),
      HasDerivAt (fun z : ℝ => M * (e ^ 2 * z + e * k * z ^ 2 + k ^ 2 / 3 * z ^ 3))
        (M * (e + k * z) ^ 2) z := by
    intro z _
    have p2 : HasDerivAt (fun z : ℝ => z ^ 2) (2 * z) z := by
      simpa using hasDerivAt_pow 2 z
    have p3 : HasDerivAt (fun z : ℝ => z ^ 3) (3 * z ^ 2) z := by
      simpa using hasDerivAt_pow 3 z
    have h1 := (hasDerivAt_id' z).const_mul (e ^ 2)
    have h2 := p2.const_mul (e * k)
    have h3 := p3.const_mul (k ^ 2 / 3)
    refine (((h1.fun_add h2).fun_add h3).const_mul M).congr_deriv ?_
    ring
  have hint : IntervalIntegrable (fun z : ℝ => M * (e + k * z) ^ 2)
      MeasureTheory.volume (-(t / 2)) (t / 2) :=
    Continuous.intervalIntegrable (by fun_prop) _ _
  unfold plateEnergy
  rw [intervalIntegral.integral_eq_sub_of_hasDerivAt h hint]
  ring
```

The balance equations follow by clearing denominators, which is where $M$ and $t$ must be nonzero.

```lean
/-- For `M, t > 0`, the relaxed strain balances the membrane force against the sum of the surface
stresses, and the relaxed curvature balances the bending moment against their difference. -/
theorem force_and_moment_balance {M t : ℝ} (hM : 0 < M) (ht : 0 < t) (f₁ f₂ : ℝ) :
    M * t * relaxedStrain M t f₁ f₂ = -(f₁ + f₂) ∧
      M * t ^ 3 / 12 * relaxedCurvature M t f₁ f₂ = -(t / 2 * (f₁ - f₂)) := by
  unfold relaxedStrain relaxedCurvature
  constructor
  · field_simp
  · field_simp
    ring
```

The completed squares come next. After the energy has been rewritten in separated form, `linear_combination` adds the force balance `he` with weight $2(e-e_0)$ and the moment balance `hk` with weight $2(k-k_0)$. This replaces the surface stresses by $e_0$ and $k_0$, as was done by hand.

```lean
/-- For `M, t > 0`, the energy of any state exceeds that of the relaxed state by a stretching
square and a bending square. -/
theorem plateEnergy_excess {M t : ℝ} (hM : 0 < M) (ht : 0 < t) (f₁ f₂ e k : ℝ) :
    plateEnergy M t f₁ f₂ e k =
      plateEnergy M t f₁ f₂ (relaxedStrain M t f₁ f₂) (relaxedCurvature M t f₁ f₂)
        + M * t * (e - relaxedStrain M t f₁ f₂) ^ 2
        + M * t ^ 3 / 12 * (k - relaxedCurvature M t f₁ f₂) ^ 2 := by
  obtain ⟨he, hk⟩ := force_and_moment_balance hM ht f₁ f₂
  simp only [plateEnergy_eq]
  linear_combination 2 * (e - relaxedStrain M t f₁ f₂) * he
    + 2 * (k - relaxedCurvature M t f₁ f₂) * hk
```

The main theorem is an equivalence, and so contains both the existence of the minimiser and its uniqueness. In the forward direction, a minimiser is compared with the relaxed state: the two non-negative squares have a sum that is at most zero, so each vanishes. In the reverse direction, the squares show that any competitor has at least the energy of the relaxed state.

```lean
/-- For `M, t > 0`, a strain and curvature minimise the plate energy if and only if
`e = -(f₁ + f₂) / (M t)` and `k = -6 (f₁ - f₂) / (M t²)`. -/
theorem isEquilibrium_iff {M t : ℝ} (hM : 0 < M) (ht : 0 < t) (f₁ f₂ e k : ℝ) :
    IsEquilibrium M t f₁ f₂ e k ↔
      e = -(f₁ + f₂) / (M * t) ∧ k = -6 * (f₁ - f₂) / (M * t ^ 2) := by
  change _ ↔ e = relaxedStrain M t f₁ f₂ ∧ k = relaxedCurvature M t f₁ f₂
  have hA : 0 < M * t := by positivity
  have hB : 0 < M * t ^ 3 / 12 := by positivity
  constructor
  · intro h
    -- both squares in the excess energy must vanish
    have h0 := h (relaxedStrain M t f₁ f₂) (relaxedCurvature M t f₁ f₂)
    have hx := plateEnergy_excess hM ht f₁ f₂ e k
    have p := mul_nonneg hA.le (sq_nonneg (e - relaxedStrain M t f₁ f₂))
    have q := mul_nonneg hB.le (sq_nonneg (k - relaxedCurvature M t f₁ f₂))
    have p0 : M * t * (e - relaxedStrain M t f₁ f₂) ^ 2 = 0 := by linarith
    have q0 : M * t ^ 3 / 12 * (k - relaxedCurvature M t f₁ f₂) ^ 2 = 0 := by linarith
    exact ⟨sub_eq_zero.mp
        ((pow_eq_zero_iff two_ne_zero).mp ((mul_eq_zero.mp p0).resolve_left hA.ne')),
      sub_eq_zero.mp
        ((pow_eq_zero_iff two_ne_zero).mp ((mul_eq_zero.mp q0).resolve_left hB.ne'))⟩
  · rintro ⟨rfl, rfl⟩ e' k'
    have hx := plateEnergy_excess hM ht f₁ f₂ e' k'
    have p := mul_nonneg hA.le (sq_nonneg (e' - relaxedStrain M t f₁ f₂))
    have q := mul_nonneg hB.le (sq_nonneg (k' - relaxedCurvature M t f₁ f₂))
    linarith
```

## Stoney's formula, released energy and the unstrained plane

Inserting $M=E/(1-\nu)$ moves the factor $1-\nu$ into the numerator. Stoney's formula is usually met for a thin film on a substrate; there $f_1$ stands for the film stress times the film thickness, and the stiffness of the film is neglected. The theorem is about the plate with two surface stresses.

```lean
/-- Stoney's formula: an isotropic plate with `E > 0`, `ν < 1` and `t > 0` has the equilibrium
curvature `-6 (1 - ν) (f₁ - f₂) / (E t²)`. -/
theorem stoney_curvature {E ν t f₁ f₂ e k : ℝ} (hE : 0 < E) (hν : ν < 1) (ht : 0 < t)
    (h : IsEquilibrium (biaxialModulus E ν) t f₁ f₂ e k) :
    k = -6 * (1 - ν) * (f₁ - f₂) / (E * t ^ 2) := by
  have hM : 0 < biaxialModulus E ν := div_pos hE (by linarith)
  rw [((isEquilibrium_iff hM ht f₁ f₂ e k).mp h).2, biaxialModulus]
  simp only [div_eq_mul_inv, mul_inv, inv_inv]
  ring
```

The energy of the relaxed plate is stated after multiplication by $Mt$. As the derivation above shows, its first square comes from stretching and its second from bending. Since the flat, unstrained plate has energy zero, the negative of the relaxed energy is what relaxation releases.

```lean
/-- For `M, t > 0`, the energy of the relaxed plate, multiplied by `M t`, is
`-((f₁ + f₂)² + 3 (f₁ - f₂)²)`. -/
theorem relaxation_energy {M t : ℝ} (hM : 0 < M) (ht : 0 < t) (f₁ f₂ : ℝ) :
    M * t * plateEnergy M t f₁ f₂ (relaxedStrain M t f₁ f₂) (relaxedCurvature M t f₁ f₂) =
      -((f₁ + f₂) ^ 2 + 3 * (f₁ - f₂) ^ 2) := by
  simp only [plateEnergy_eq, relaxedStrain, relaxedCurvature]
  field_simp
  ring
```

For flatness, zero curvature is put into the moment balance, which leaves $t(f_1-f_2)=0$. Equal stresses still strain the plate unless they are zero.

```lean
/-- For `M, t > 0`, the relaxed plate is flat if and only if its two surface stresses are equal. -/
theorem flat_iff {M t : ℝ} (hM : 0 < M) (ht : 0 < t) (f₁ f₂ : ℝ) :
    relaxedCurvature M t f₁ f₂ = 0 ↔ f₁ = f₂ := by
  constructor
  · intro h
    have hk := (force_and_moment_balance hM ht f₁ f₂).2
    rw [h] at hk
    have h0 : t * (f₁ - f₂) = 0 := by linarith
    exact sub_eq_zero.mp ((mul_eq_zero.mp h0).resolve_left ht.ne')
  · rintro rfl
    simp [relaxedCurvature]
```

The last theorem factors the strain profile in `key`, exactly as above. The prefactor is nonzero because $f\neq0$; with $f=0$ the strain would vanish at every height.

```lean
/-- For `M, t > 0` and a nonzero surface stress on the upper face only, the strain of the relaxed
plate vanishes exactly at the height `z = -t / 6` from the mid-plane. -/
theorem neutral_plane {M t f : ℝ} (hM : 0 < M) (ht : 0 < t) (hf : f ≠ 0) (z : ℝ) :
    relaxedStrain M t f 0 + relaxedCurvature M t f 0 * z = 0 ↔ z = -t / 6 := by
  have key : relaxedStrain M t f 0 + relaxedCurvature M t f 0 * z =
      -(6 * f / (M * t ^ 2)) * (z + t / 6) := by
    unfold relaxedStrain relaxedCurvature
    field_simp
    ring
  have hc : 6 * f / (M * t ^ 2) ≠ 0 := by positivity
  rw [key]
  constructor
  · intro h
    have h0 := (mul_eq_zero.mp h).resolve_left (neg_ne_zero.mpr hc)
    linarith
  · intro h
    rw [h]
    ring

end StoneyPlate
```

```lean
#print axioms StoneyPlate.stoney_curvature
-- 'StoneyPlate.stoney_curvature' depends on axioms: [propext, Classical.choice, Quot.sound]
#print axioms StoneyPlate.relaxation_energy
-- 'StoneyPlate.relaxation_energy' depends on axioms: [propext, Classical.choice, Quot.sound]
#print axioms StoneyPlate.flat_iff
-- 'StoneyPlate.flat_iff' depends on axioms: [propext, Classical.choice, Quot.sound]
#print axioms StoneyPlate.neutral_plane
-- 'StoneyPlate.neutral_plane' depends on axioms: [propext, Classical.choice, Quot.sound]
```
